# To first order, a Yukawa potential splits hydrogenic 2S and 2P by $\kappa^2/(2(1+\kappa)^4)$ per unit strength, in Coulomb units

For screening $\kappa\ge 0$, a weak perturbation $\lambda e^{-\kappa r}/r$ shifts the 2S level of a hydrogen-like atom relative to 2P by $\lambda K(\kappa)$ at first order, where

$$K(\kappa)=\frac{\kappa^2}{2(1+\kappa)^4}$$

This factor vanishes only for the pure Coulomb form $\kappa=0$, and its maximum $1/32$ is reached only at $\kappa=1$. The Uehling potential, the one-loop vacuum-polarization correction to the Coulomb field, is a superposition of such terms, so its 2S-2P difference is one integral over $K$. This is a contribution to the Lamb shift, here for a non-relativistic particle and a point nucleus.

## States, potentials and units

Lengths are in units of $\hbar/(Z\alpha\mu c)$ and energies in $(Z\alpha)^2\mu c^2$, with nuclear charge $Z$, fine-structure constant $\alpha$ and reduced mass $\mu$.

```lean
import Mathlib

open MeasureTheory Set

namespace UehlingSplitting

noncomputable section

/-- Radial function of the 2S state, in Coulomb units. -/
def R20 (r : ℝ) : ℝ := (1 - r / 2) * Real.exp (-r / 2) / √2

/-- Radial function of the 2P state, in Coulomb units. -/
def R21 (r : ℝ) : ℝ := r * Real.exp (-r / 2) / √24
```

`splitting V` is the difference of the radial expectation values of $V$. Identifying it with the change that $V$ causes in the 2S-2P energy difference takes first-order perturbation theory, which the definition presupposes. The degeneracy of 2S and 2P in the unperturbed atom does no harm here, because a central potential does not mix them.

```lean
/-- First-order energy of 2S minus that of 2P in a central perturbation `V`. -/
def splitting (V : ℝ → ℝ) : ℝ :=
  ∫ r in Ioi (0 : ℝ), (R20 r ^ 2 - R21 r ^ 2) * V r * r ^ 2
```

`yukawa` has positive sign, hence is repulsive for the bound particle; the Uehling potential carries the minus sign.

```lean
/-- The Yukawa potential of unit strength and screening `κ`, for `r > 0`. -/
def yukawa (κ r : ℝ) : ℝ := Real.exp (-(κ * r)) / r
```

The weight $w(t)$ describes virtual electron-positron pairs of invariant mass $t$ times $2m_e$, where $m_e$ is the electron mass. It is postulated here, not derived from QED.

```lean
/-- Spectral weight of the one-loop vacuum polarization, for `t ≥ 1`. -/
def weight (t : ℝ) : ℝ := (1 + 1 / (2 * t ^ 2)) * √(t ^ 2 - 1) / t ^ 2

/-- The Uehling potential for `r > 0` in Coulomb units: a superposition of Yukawa potentials
of screening `b * t`, where `b` is twice the electron mass as an inverse length. -/
def uehling (α b r : ℝ) : ℝ :=
  -(2 * α / (3 * Real.pi)) * ∫ t in Ioi (1 : ℝ), weight t * yukawa (b * t) r
```

In an atom $b=2m_e/(Z\alpha\mu)$; in Lean, `α` and `b` are independent real numbers. Despite its name, `density` is the signed integrand of the double integral, not a probability density.

```lean
/-- Integrand, at radius `r > 0` and spectral parameter `t ≥ 1`, of the 2S-2P difference of the
Uehling potential, without the prefactor `-(2 * α / (3 * Real.pi))`. -/
def density (b r t : ℝ) : ℝ :=
  (R20 r ^ 2 - R21 r ^ 2) * (weight t * yukawa (b * t) r) * r ^ 2
```

## Decay rate $s>0$: the radial integrals converge

Physically, $s$ is the decay rate of a bound-state density, including any screening. By hand, substituting $x=sr$ gives

$$\int_0^\infty r^n e^{-sr}\,dr=\frac{\Gamma(n+1)}{s^{n+1}}=\frac{n!}{s^{n+1}}.$$

For $s\le 0$ the integral diverges. `moment` obtains the formula from Mathlib's Gamma integral.

```lean
/-- The radial moments of a decaying exponential with rate `s > 0`. -/
theorem moment (n : ℕ) {s : ℝ} (hs : 0 < s) :
    ∫ r in Ioi (0 : ℝ), r ^ n * Real.exp (-(s * r)) = n.factorial / s ^ (n + 1) := by
  have h := Real.integral_rpow_mul_exp_neg_mul_Ioi (a := (n : ℝ) + 1) (r := s)
    (by positivity) hs
  rw [Real.Gamma_nat_eq_factorial, add_sub_cancel_right] at h
  simp only [Real.rpow_natCast] at h
  have e : (1 / s) ^ ((n : ℝ) + 1) = 1 / s ^ (n + 1) := by
    rw [show (n : ℝ) + 1 = ((n + 1 : ℕ) : ℝ) by norm_num, Real.rpow_natCast, one_div_pow]
  rw [h, e]
  ring
```

`quartic` adds five moments, which requires each term to be integrable, and `moment` states only a value. The device that closes this gap is `integral_undef`: Mathlib assigns the integral of a non-integrable function the value zero. Since $n!/s^{n+1}$ is positive, assuming non-integrability gives a contradiction. The value thus certifies convergence, with no separate estimate.

```lean
/-- A quartic polynomial times an exponential of decay rate `s > 0` is integrable over
`r > 0`, with the stated integral. -/
theorem quartic (a b c d e : ℝ) {s : ℝ} (hs : 0 < s) :
    IntegrableOn (fun r : ℝ => (a + b * r + c * r ^ 2 + d * r ^ 3 + e * r ^ 4)
      * Real.exp (-(s * r))) (Ioi 0) ∧
    ∫ r in Ioi (0 : ℝ), (a + b * r + c * r ^ 2 + d * r ^ 3 + e * r ^ 4)
      * Real.exp (-(s * r))
      = a / s + b / s ^ 2 + 2 * c / s ^ 3 + 6 * d / s ^ 4 + 24 * e / s ^ 5 := by
  -- a non-zero integral certifies integrability of each monomial
  have I (n : ℕ) (k : ℝ) : Integrable (fun r : ℝ => k * (r ^ n * Real.exp (-(s * r))))
      (volume.restrict (Ioi 0)) := by
    refine Integrable.const_mul ?_ k
    by_contra h
    have h0 := integral_undef h
    rw [moment n hs] at h0
    have : (0 : ℝ) < n.factorial / s ^ (n + 1) := by positivity
    linarith
  have e0 : (fun r : ℝ => (a + b * r + c * r ^ 2 + d * r ^ 3 + e * r ^ 4)
      * Real.exp (-(s * r))) = fun r => ∑ i : Fin 5,
        ![a, b, c, d, e] i * (r ^ (i : ℕ) * Real.exp (-(s * r))) := by
    funext r
    simp [Fin.sum_univ_five]
    ring
  rw [e0]
  refine ⟨integrable_finsetSum _ fun i _ => I i _, ?_⟩
  rw [integral_finsetSum _ fun (i : Fin 5) _ => I (i : ℕ) (![a, b, c, d, e] i)]
  simp only [integral_const_mul, moment _ hs]
  simp [Fin.sum_univ_five, Nat.factorial]
  ring
```

Squaring the radial functions gives densities with $s=1$.

```lean
/-- The 2S and 2P radial densities in explicit form. -/
theorem densities (r : ℝ) : R20 r ^ 2 = (1 - r / 2) ^ 2 * Real.exp (-(1 * r)) / 2 ∧
    R21 r ^ 2 = r ^ 2 * Real.exp (-(1 * r)) / 24 := by
  have h : Real.exp (-r / 2) ^ 2 = Real.exp (-(1 * r)) := by
    rw [← Real.exp_nat_mul]
    congr 1
    push_cast
    ring
  constructor
  · rw [R20, div_pow, mul_pow, h, Real.sq_sqrt (by norm_num)]
  · rw [R21, div_pow, mul_pow, h, Real.sq_sqrt (by norm_num)]
```

The normalization integrals are then $1-3+3=1$ for 2S and $24/24=1$ for 2P.

```lean
/-- Both radial functions are normalized with weight `r ^ 2`. -/
theorem normalized : ∫ r in Ioi (0 : ℝ), R20 r ^ 2 * r ^ 2 = 1 ∧
    ∫ r in Ioi (0 : ℝ), R21 r ^ 2 * r ^ 2 = 1 := by
  constructor
  · have h := (quartic 0 0 (1 / 2) (-1 / 2) (1 / 8) one_pos).2
    norm_num only at h
    rw [← h]
    refine integral_congr_ae (Filter.Eventually.of_forall fun r => ?_)
    simp only [(densities r).1, one_mul]
    ring
  · have h := (quartic 0 0 0 0 (1 / 24) one_pos).2
    norm_num only at h
    rw [← h]
    refine integral_congr_ae (Filter.Eventually.of_forall fun r => ?_)
    simp only [(densities r).2, one_mul]
    ring
```

## Screening $\kappa\ge 0$: the potential does not grow

Here $1/\kappa$ is the range of the potential. The densities differ by

$$R_{20}^2-R_{21}^2=e^{-r}\left(\tfrac12-\tfrac r2+\tfrac{r^2}{12}\right).$$

Multiplying by $r^2\,e^{-\kappa r}/r$ and setting $s=1+\kappa$,

$$K=\frac1{2s^2}-\frac1{s^3}+\frac1{2s^4}=\frac{(s-1)^2}{2s^4}=\frac{\kappa^2}{2(1+\kappa)^4}.$$

The Lean proof uses $\kappa\ge0$ to get $s>0$, combines the exponentials and applies `quartic`.

```lean
/-- The 2S-2P difference of a Yukawa potential with screening `κ ≥ 0`. -/
theorem yukawa_splitting {κ : ℝ} (hκ : 0 ≤ κ) :
    splitting (yukawa κ) = κ ^ 2 / (2 * (1 + κ) ^ 4) := by
  have hs : 0 < 1 + κ := by linarith
  have h := (quartic 0 (1 / 2) (-1 / 2) (1 / 12) 0 hs).2
  have e : splitting (yukawa κ) = _ := (setIntegral_congr_fun measurableSet_Ioi
    fun r (hr : 0 < r) => by
      -- the screening adds to the decay rate of the densities
      have hx : Real.exp (-((1 + κ) * r)) = Real.exp (-(1 * r)) * Real.exp (-(κ * r)) := by
        rw [← Real.exp_add]
        congr 1
        ring
      simp only [(densities r).1, (densities r).2, yukawa, hx]
      field_simp
      ring).trans h
  rw [e]
  field_simp
  ring
```

Since the denominator is positive, $K=0$ forces $\kappa=0$.

```lean
/-- For `κ ≥ 0` the 2S-2P difference vanishes exactly in the pure Coulomb case `κ = 0`. -/
theorem yukawa_splitting_eq_zero {κ : ℝ} (hκ : 0 ≤ κ) :
    splitting (yukawa κ) = 0 ↔ κ = 0 := by
  have hs : 1 + κ ≠ 0 := by positivity
  simp [yukawa_splitting hκ, hs]
```

The maximum follows from

$$\frac1{32}-K=\frac{(\kappa-1)^2\left[(1+\kappa)^2+4\kappa\right]}{32(1+\kappa)^4},$$

which is `key` in the proof. The hypothesis makes the bracket positive, so only $\kappa=1$ gives equality. By hand, the formula for $K$ extends to $\kappa>-1$, but the bound does not hold on all of that range: $K(-\tfrac12)=2$.

```lean
/-- For `κ ≥ 0` the 2S-2P difference is at most `1/32`, attained exactly at `κ = 1`. -/
theorem yukawa_splitting_max {κ : ℝ} (hκ : 0 ≤ κ) :
    splitting (yukawa κ) ≤ 1 / 32 ∧ (splitting (yukawa κ) = 1 / 32 ↔ κ = 1) := by
  rw [yukawa_splitting hκ]
  have hs : 0 < 1 + κ := by linarith
  have key : 1 / 32 - κ ^ 2 / (2 * (1 + κ) ^ 4)
      = (κ - 1) ^ 2 * (((1 + κ) ^ 2 + 4 * κ) / (32 * (1 + κ) ^ 4)) := by
    field_simp
    ring
  have hp : 0 < ((1 + κ) ^ 2 + 4 * κ) / (32 * (1 + κ) ^ 4) := by positivity
  refine ⟨by linarith [mul_nonneg (sq_nonneg (κ - 1)) hp.le], fun h => ?_, ?_⟩
  · rw [h, sub_self] at key
    have h0 := (mul_eq_zero.1 key.symm).resolve_right hp.ne'
    linarith [pow_eq_zero_iff (two_ne_zero) |>.1 h0]
  · rintro rfl
    norm_num
```

## Pair mass $b>0$: the two integrals can be exchanged

A positive $b$ means that the virtual pairs are massive, so each Yukawa term has finite range. For $t>1$, $w(t)\le 2/t$, and $xe^{-x}\le1$ with $x=btr$ gives $re^{-btr}\le1/(bt)$. Hence

$$|\text{integrand}|\le\left|R_{20}^2-R_{21}^2\right|\frac{2}{bt^2},$$

a product of integrable functions of $r$ and $t$. `density_integrable` proves the bound $w(t)\,re^{-btr}\le 2/(bt^2)$ as `hle`, multiplies it by the density difference and concludes by domination. At $b=0$ the $t$ integral in `uehling` diverges logarithmically at every $r>0$, because $w(t)$ falls only as $1/t$.

```lean
/-- For `b > 0` the double integral over radius and spectral parameter converges absolutely. -/
theorem density_integrable {b : ℝ} (hb : 0 < b) :
    Integrable (Function.uncurry (density b))
      ((volume.restrict (Ioi 0)).prod (volume.restrict (Ioi 1))) := by
  have hG : Integrable (fun r => R20 r ^ 2 - R21 r ^ 2) (volume.restrict (Ioi 0)) := by
    refine (quartic (1 / 2) (-1 / 2) (1 / 12) 0 0 one_pos).1.congr
      (Filter.Eventually.of_forall fun r => ?_)
    simp only [(densities r).1, (densities r).2]
    ring
  have hT : Integrable (fun t : ℝ => 2 / b * t ^ (-2 : ℝ)) (volume.restrict (Ioi 1)) :=
    (integrableOn_Ioi_rpow_of_lt (by norm_num) one_pos).const_mul _
  refine (hG.mul_prod hT).mono ?_ ?_
  · apply Measurable.aestronglyMeasurable
    unfold Function.uncurry density R20 R21 weight yukawa
    fun_prop
  rw [Measure.prod_restrict]
  refine ae_restrict_of_forall_mem (measurableSet_Ioi.prod measurableSet_Ioi) ?_
  rintro ⟨r, t⟩ ⟨hr, ht⟩
  replace hr : 0 < r := hr
  replace ht : 1 < t := ht
  have h0 : 0 < t := by linarith
  -- the spectral weight falls off as 1 / t
  have h2 : √(t ^ 2 - 1) ≤ t := Real.sqrt_le_iff.2 ⟨h0.le, by linarith⟩
  have h3 : 1 / (2 * t ^ 2) ≤ 1 := by
    rw [div_le_one (by positivity)]
    nlinarith
  have h4 : 1 + 1 / (2 * t ^ 2) ≤ 2 := by linarith
  have hw : weight t ≤ 2 * t / t ^ 2 := by unfold weight; gcongr
  -- x exp(-x) ≤ 1 turns the screening into decay in t
  have hx : r * Real.exp (-(b * t * r)) ≤ 1 / (b * t) := by
    rw [le_div_iff₀ (by positivity), Real.exp_neg]
    have hm : r * (Real.exp (b * t * r))⁻¹ * (b * t)
        = (b * t * r) / Real.exp (b * t * r) := by ring
    rw [hm, div_le_one (Real.exp_pos _)]
    linarith [Real.add_one_le_exp (b * t * r)]
  have e : density b r t
      = (R20 r ^ 2 - R21 r ^ 2) * (weight t * (r * Real.exp (-(b * t * r)))) := by
    unfold density yukawa
    field_simp
  have hX : 0 ≤ weight t * (r * Real.exp (-(b * t * r))) := by unfold weight; positivity
  have hle : weight t * (r * Real.exp (-(b * t * r))) ≤ 2 / b * t ^ (-2 : ℝ) := by
    calc _ ≤ 2 * t / t ^ 2 * (1 / (b * t)) := mul_le_mul hw hx (by positivity) (by positivity)
      _ = 2 / b * t ^ (-2 : ℝ) := by
        rw [Real.rpow_neg h0.le, Real.rpow_two]
        field_simp
  change ‖density b r t‖ ≤ ‖(R20 r ^ 2 - R21 r ^ 2) * (2 / b * t ^ (-2 : ℝ))‖
  rw [e, norm_mul (R20 r ^ 2 - R21 r ^ 2), norm_mul (R20 r ^ 2 - R21 r ^ 2),
    Real.norm_of_nonneg hX]
  exact mul_le_mul_of_nonneg_left (hle.trans (le_abs_self _))
    (norm_nonneg (R20 r ^ 2 - R21 r ^ 2))
```

Fubini's theorem, `integral_integral_swap`, now puts the radial integral inside. It equals $w(t)K(bt)$ by `yukawa_splitting`, so

$$\Delta E=-\frac{2\alpha}{3\pi}\int_1^\infty w(t)\,\frac{(bt)^2}{2(1+bt)^4}\,dt.$$

The theorem states this equality for every real `α`. The sign can be read off by inspection, without a theorem for it here: the integrand is positive, so for $\alpha>0$ vacuum polarization lowers 2S relative to 2P.

```lean
/-- For `b > 0` the 2S-2P difference of the Uehling potential is a single spectral integral
over the Yukawa kernel. -/
theorem uehling_splitting (α : ℝ) {b : ℝ} (hb : 0 < b) :
    splitting (uehling α b) = -(2 * α / (3 * Real.pi)) *
      ∫ t in Ioi (1 : ℝ), weight t * ((b * t) ^ 2 / (2 * (1 + b * t) ^ 4)) := by
  have h : splitting (uehling α b) = -(2 * α / (3 * Real.pi)) *
      ∫ r in Ioi (0 : ℝ), ∫ t in Ioi (1 : ℝ), density b r t := by
    rw [splitting, ← integral_const_mul]
    refine integral_congr_ae (Filter.Eventually.of_forall fun r => ?_)
    simp only [uehling, density, integral_mul_const, integral_const_mul]
    ring
  -- exchange the radial and the spectral integral
  rw [h, integral_integral_swap (density_integrable hb)]
  congr 1
  refine setIntegral_congr_fun measurableSet_Ioi fun t ht => ?_
  have h0 : 0 < t := lt_trans one_pos ht
  change ∫ r in Ioi (0 : ℝ), density b r t
    = weight t * ((b * t) ^ 2 / (2 * (1 + b * t) ^ 4))
  rw [← yukawa_splitting (mul_pos hb h0).le, splitting, ← integral_const_mul]
  refine integral_congr_ae (Filter.Eventually.of_forall fun r => ?_)
  simp only [density]
  ring

end

end UehlingSplitting
```

```lean
#print axioms UehlingSplitting.yukawa_splitting
#print axioms UehlingSplitting.yukawa_splitting_eq_zero
#print axioms UehlingSplitting.yukawa_splitting_max
#print axioms UehlingSplitting.uehling_splitting
```

```
'UehlingSplitting.yukawa_splitting' depends on axioms: [propext, Classical.choice, Quot.sound]
'UehlingSplitting.yukawa_splitting_eq_zero' depends on axioms: [propext, Classical.choice, Quot.sound]
'UehlingSplitting.yukawa_splitting_max' depends on axioms: [propext, Classical.choice, Quot.sound]
'UehlingSplitting.uehling_splitting' depends on axioms: [propext, Classical.choice, Quot.sound]
```
